# For two independent Boltzmann replicas of a finite system, the mean Metropolis swap acceptance is Pr(equal energies) plus twice Pr(the colder has the higher energy)

## States, averages and the swap rule

A state $x$ has energy $E(x)$, and $b=1/(k_BT)$ is the inverse temperature. Replica 1 is at $b_1$ and replica 2 at $b_2$; when $b_1>b_2$, replica 1 is the colder one. In pair expressions, $x$ is always the state of replica 1 and $y$ that of replica 2.

```lean
import Mathlib

open Finset

namespace ReplicaExchangeAcceptance

noncomputable section

variable {ι : Type*} [Fintype ι]
```

The type `ι` is the finite set of states, for example the atomic configurations on a finite alloy lattice.

```lean
/-- The Boltzmann probability `exp (-b E(x)) / Z(b)` of the state `x` of a finite, nonempty
system at inverse temperature `b`. -/
def boltzmann (E : ι → ℝ) (b : ℝ) (x : ι) : ℝ :=
  Real.exp (-b * E x) / ∑ z, Real.exp (-b * E z)
```

This is $p_b(x)=e^{-bE(x)}/Z(b)$ with $Z(b)=\sum_z e^{-bE(z)}$. The energy `E : ι → ℝ` is any real function, so degeneracies are allowed.

```lean
/-- The average of a pair observable `f` over two independent replicas, the first at inverse
temperature `b₁` and the second at `b₂`. -/
def pairMean (E : ι → ℝ) (b₁ b₂ : ℝ) (f : ι → ι → ℝ) : ℝ :=
  ∑ x, ∑ y, boltzmann E b₁ x * boltzmann E b₂ y * f x y
```

The pair average is $\langle f\rangle=\sum_{x,y}p_{b_1}(x)\,p_{b_2}(y)\,f(x,y)$. The product of the two weights expresses independence.

```lean
open Classical in
/-- The indicator of an event: one if it occurs and zero if not. -/
def ind (P : Prop) : ℝ := if P then 1 else 0
```

A `Prop` is a statement, here an event; `ind` turns it into 1 or 0.

```lean
/-- The probability that the states of the two independent replicas satisfy `A`. -/
def prob (E : ι → ℝ) (b₁ b₂ : ℝ) (A : ι → ι → Prop) : ℝ :=
  pairMean E b₁ b₂ (fun x y => ind (A x y))
```

A probability is the pair average of an indicator. Below, $\Pr(E_1>E_2)$ stands for `prob` of the event `E x > E y`.

```lean
/-- The Metropolis probability of accepting the exchange of the states `x` and `y`. -/
def swapAcceptance (E : ι → ℝ) (b₁ b₂ : ℝ) (x y : ι) : ℝ :=
  min 1 (Real.exp ((b₁ - b₂) * (E x - E y)))
```

The Metropolis rule accepts a swap with probability $a(x,y)=\min(1,e^{(b_1-b_2)(E(x)-E(y))})$.

```lean
/-- The mean acceptance of the exchange move over the two independent replicas. -/
def meanAcceptance (E : ι → ℝ) (b₁ b₂ : ℝ) : ℝ :=
  pairMean E b₁ b₂ (swapAcceptance E b₁ b₂)
```

The quantity of interest is $\langle a\rangle$. It is an equilibrium average: correlations between successive swaps in a simulation do not enter.

## Exchanging the replicas

```lean
/-- The exponential exchange factor turns the joint probability of `(x, y)` into that of
`(y, x)`. -/
theorem joint_mul_exp (E : ι → ℝ) (b₁ b₂ : ℝ) (x y : ι) :
    boltzmann E b₁ x * boltzmann E b₂ y * Real.exp ((b₁ - b₂) * (E x - E y)) =
      boltzmann E b₁ y * boltzmann E b₂ x := by
  have h : Real.exp (-b₁ * E x) * Real.exp (-b₂ * E y) *
      Real.exp ((b₁ - b₂) * (E x - E y)) =
      Real.exp (-b₁ * E y) * Real.exp (-b₂ * E x) := by
    rw [← Real.exp_add, ← Real.exp_add, ← Real.exp_add]
    congr 1
    ring
  unfold boltzmann
  rw [div_mul_div_comm, div_mul_div_comm, div_mul_eq_mul_div, h]
```

Multiplying the joint weight by the exponential factor adds the exponents:
$$-b_1E(x)-b_2E(y)+(b_1-b_2)(E(x)-E(y))=-b_1E(y)-b_2E(x).$$
The denominator $Z(b_1)Z(b_2)$ is unchanged, so the result is $p_{b_1}(y)\,p_{b_2}(x)$. In Lean, `h` is the identity for the numerators, with `ring` checking the exponents.

```lean
/-- Averaging a pair observable with the exponential exchange factor is the same as averaging
the observable with the two replicas exchanged. -/
theorem pairMean_reweight (E : ι → ℝ) (b₁ b₂ : ℝ) (f : ι → ι → ℝ) :
    pairMean E b₁ b₂ (fun x y => Real.exp ((b₁ - b₂) * (E x - E y)) * f x y) =
      pairMean E b₁ b₂ (fun x y => f y x) := by
  unfold pairMean
  calc _ = ∑ x, ∑ y, boltzmann E b₁ y * boltzmann E b₂ x * f x y := by
        refine sum_congr rfl fun x _ => sum_congr rfl fun y _ => ?_
        linear_combination f x y * joint_mul_exp E b₁ b₂ x y
    _ = _ := sum_comm
```

Write $w(x,y)=e^{(b_1-b_2)(E(x)-E(y))}$. Then
$$\langle w f\rangle=\sum_{x,y}p_{b_1}(y)\,p_{b_2}(x)\,f(x,y)=\sum_{x,y}p_{b_1}(x)\,p_{b_2}(y)\,f(y,x).$$
The first equality is the previous theorem multiplied by $f(x,y)$, which is the `linear_combination` line. The second renames the variables and reorders the sums by `sum_comm`.

```lean
/-- Fluctuation relation for the energy gap: the probabilities of the gaps `-d` and `d` between
the first and the second replica differ by the factor `exp ((b₁ - b₂) d)`. -/
theorem gap_fluctuation (E : ι → ℝ) (b₁ b₂ d : ℝ) :
    prob E b₁ b₂ (fun x y => E x - E y = -d) =
      Real.exp ((b₁ - b₂) * d) * prob E b₁ b₂ (fun x y => E x - E y = d) := by
  have e : (fun x y : ι => E x - E y = -d) = (fun x y : ι => E y - E x = d) := by
    funext x y
    exact propext ⟨fun h => by linarith, fun h => by linarith⟩
  rw [e]
  calc prob E b₁ b₂ (fun x y => E y - E x = d)
      = pairMean E b₁ b₂ (fun x y =>
          Real.exp ((b₁ - b₂) * (E x - E y)) * ind (E x - E y = d)) :=
        (pairMean_reweight E b₁ b₂ (fun x y => ind (E x - E y = d))).symm
    _ = _ := by
        simp only [prob, pairMean, mul_sum]
        refine sum_congr rfl fun x _ => sum_congr rfl fun y _ => ?_
        by_cases h : E x - E y = d
        · rw [h]; ring
        · simp [ind, h]
```

Take $f$ to be the indicator of $E(x)-E(y)=d$. Exchanging the replicas turns this event into a gap of $-d$, while $w=e^{(b_1-b_2)d}$ wherever $f=1$. Hence
$$\Pr(E_1-E_2=-d)=e^{(b_1-b_2)d}\,\Pr(E_1-E_2=d).$$
No ordering of $b_1$ and $b_2$ is needed.

## Acceptance and energy order

```lean
/-- For `b₁ ≥ b₂` the mean exchange acceptance is twice the probability that the first replica
has the higher energy, plus the probability that the energies are equal. -/
theorem meanAcceptance_eq (E : ι → ℝ) {b₁ b₂ : ℝ} (hb : b₂ ≤ b₁) :
    meanAcceptance E b₁ b₂ =
      2 * prob E b₁ b₂ (fun x y => E x > E y) + prob E b₁ b₂ (fun x y => E x = E y) := by
  -- split the acceptance according to the order of the two energies
  have key : ∀ x y, swapAcceptance E b₁ b₂ x y = ind (E x > E y) + ind (E x = E y) +
      Real.exp ((b₁ - b₂) * (E x - E y)) * ind (E x < E y) := by
    intro x y
    rcases lt_trichotomy (E x) (E y) with h | h | h
    · have h0 : (b₁ - b₂) * (E x - E y) ≤ 0 := by
        nlinarith [mul_nonneg (sub_nonneg.2 hb) (sub_nonneg.2 h.le)]
      have h1 : ¬ E x > E y := not_lt_of_ge h.le
      rw [swapAcceptance, min_eq_right (Real.exp_le_one_iff.2 h0)]
      simp only [ind, if_pos h, if_neg h1, if_neg h.ne]
      ring
    · simp [swapAcceptance, ind, h]
    · have h0 : 0 ≤ (b₁ - b₂) * (E x - E y) :=
        mul_nonneg (sub_nonneg.2 hb) (sub_nonneg.2 h.le)
      have h1 : ¬ E x < E y := not_lt_of_ge h.le
      have h2 : E x > E y := h
      rw [swapAcceptance, min_eq_left (Real.one_le_exp h0)]
      simp only [ind, if_pos h2, if_neg h1, if_neg h.ne']
      ring
  have hsum : meanAcceptance E b₁ b₂ =
      prob E b₁ b₂ (fun x y => E x > E y) + prob E b₁ b₂ (fun x y => E x = E y) +
      pairMean E b₁ b₂ (fun x y =>
        Real.exp ((b₁ - b₂) * (E x - E y)) * ind (E x < E y)) := by
    simp only [meanAcceptance, prob, pairMean, key, mul_add, sum_add_distrib]
  -- the part with `E x < E y` is the mirror image of the part with `E x > E y`
  have hflip : pairMean E b₁ b₂ (fun x y =>
      Real.exp ((b₁ - b₂) * (E x - E y)) * ind (E x < E y)) =
      prob E b₁ b₂ (fun x y => E x > E y) :=
    pairMean_reweight E b₁ b₂ (fun x y => ind (E x < E y))
  rw [hsum, hflip]
  ring
```

Let $b_1\ge b_2$, which is the hypothesis `hb`. If $E(x)\ge E(y)$, the exponent is nonnegative and $a=1$; if $E(x)<E(y)$, it is at most zero and $a=w$. Writing $\mathbf 1$ for the indicator,
$$a=\mathbf 1_{E(x)>E(y)}+\mathbf 1_{E(x)=E(y)}+w\,\mathbf 1_{E(x)<E(y)}.$$
This is `key`, proved by the three cases of `lt_trichotomy`. Averaging it gives `hsum`. By the exchange identity the last term averages to $\Pr(E_2<E_1)$, which is `hflip`. Therefore
$$\langle a\rangle=2\Pr(E_1>E_2)+\Pr(E_1=E_2).$$

For equilibrated, independent replicas of a finite system, the acceptance rate thus reports how often the colder replica has the higher energy, once the tie probability is known.

```lean
/-- The Boltzmann probabilities of a nonempty finite system sum to one. -/
theorem sum_boltzmann [Nonempty ι] (E : ι → ℝ) (b : ℝ) : ∑ x, boltzmann E b x = 1 := by
  have h : 0 < ∑ z, Real.exp (-b * E z) :=
    sum_pos (fun z _ => Real.exp_pos _) univ_nonempty
  unfold boltzmann
  rw [← sum_div, div_self h.ne']
```

Summing the numerators gives $Z(b)$, which is positive because the system has at least one state, so $\sum_x p_b(x)=1$.

```lean
/-- For `b₁ ≥ b₂` and a nonempty system, the mean acceptance falls short of one by the
probability of `E₁ < E₂` minus the probability of `E₁ > E₂`. -/
theorem meanAcceptance_eq_one_sub [Nonempty ι] (E : ι → ℝ) {b₁ b₂ : ℝ} (hb : b₂ ≤ b₁) :
    meanAcceptance E b₁ b₂ = 1 - (prob E b₁ b₂ (fun x y => E x < E y) -
      prob E b₁ b₂ (fun x y => E x > E y)) := by
  have key : ∀ x y, ind (E x > E y) + ind (E x = E y) + ind (E x < E y) = 1 := by
    intro x y
    rcases lt_trichotomy (E x) (E y) with h | h | h
    · simp [ind, h, not_lt_of_ge h.le, h.ne]
    · simp [ind, h]
    · simp [ind, h, not_lt_of_ge h.le, h.ne']
  have total : prob E b₁ b₂ (fun x y => E x > E y) + prob E b₁ b₂ (fun x y => E x = E y) +
      prob E b₁ b₂ (fun x y => E x < E y) = 1 := by
    simp only [prob, pairMean, ← sum_add_distrib, ← mul_add, key]
    simp only [mul_one, ← mul_sum, sum_boltzmann]
  rw [meanAcceptance_eq E hb]
  linarith
```

The three energy orders exhaust all pairs, so their probabilities sum to one (`total`). Eliminating the tie probability from the main formula gives
$$\langle a\rangle=1-\big[\Pr(E_1<E_2)-\Pr(E_1>E_2)\big].$$

```lean
/-- If `b₁ > b₂` and the energy is not constant, the colder replica is less likely to have the
higher energy than to have the lower one. -/
theorem inversion_lt (E : ι → ℝ) {b₁ b₂ : ℝ} (hb : b₂ < b₁) {u v : ι} (huv : E u < E v) :
    prob E b₁ b₂ (fun x y => E x > E y) < prob E b₁ b₂ (fun x y => E x < E y) := by
  have pos : ∀ b x, 0 < boltzmann E b x := fun b x =>
    div_pos (Real.exp_pos _) (sum_pos (fun z _ => Real.exp_pos _) ⟨x, mem_univ x⟩)
  have hflip : prob E b₁ b₂ (fun x y => E x < E y) = pairMean E b₁ b₂ (fun x y =>
      Real.exp ((b₁ - b₂) * (E x - E y)) * ind (E x > E y)) :=
    (pairMean_reweight E b₁ b₂ (fun x y => ind (E x > E y))).symm
  -- each inverted pair has a mirror image of larger weight
  have strict : ∀ x y, E x > E y →
      boltzmann E b₁ x * boltzmann E b₂ y * ind (E x > E y) <
      boltzmann E b₁ x * boltzmann E b₂ y *
        (Real.exp ((b₁ - b₂) * (E x - E y)) * ind (E x > E y)) := by
    intro x y h
    have he : 1 < Real.exp ((b₁ - b₂) * (E x - E y)) :=
      Real.one_lt_exp_iff.2 (mul_pos (sub_pos.2 hb) (sub_pos.2 h))
    simp only [ind, if_pos h, mul_one]
    exact lt_mul_of_one_lt_right (mul_pos (pos b₁ x) (pos b₂ y)) he
  have weak : ∀ x y, boltzmann E b₁ x * boltzmann E b₂ y * ind (E x > E y) ≤
      boltzmann E b₁ x * boltzmann E b₂ y *
        (Real.exp ((b₁ - b₂) * (E x - E y)) * ind (E x > E y)) := by
    intro x y
    by_cases h : E x > E y
    · exact (strict x y h).le
    · simp only [ind, if_neg h, mul_zero, le_refl]
  rw [hflip]
  exact sum_lt_sum (fun x _ => sum_le_sum fun y _ => weak x y)
    ⟨v, mem_univ v, sum_lt_sum (fun y _ => weak v y) ⟨u, mem_univ u, strict v u huv⟩⟩
```

Now let $b_1>b_2$, and let two states satisfy $E(u)<E(v)$. The exchange identity gives $\Pr(E_1<E_2)=\langle w\,\mathbf 1_{E(x)>E(y)}\rangle$. Each contributing pair has $w>1$ and positive weight, and $(v,u)$ is such a pair, so this exceeds $\Pr(E_1>E_2)$. In Lean, `weak` compares all terms, `strict` the contributing ones, and `sum_lt_sum` combines them.

```lean
/-- For `b₁ ≥ b₂` and nondegenerate energies, the tie probability in the mean acceptance is the
overlap sum of the two Boltzmann distributions. -/
theorem meanAcceptance_nondegenerate (E : ι → ℝ) (hE : Function.Injective E) {b₁ b₂ : ℝ}
    (hb : b₂ ≤ b₁) :
    meanAcceptance E b₁ b₂ = 2 * prob E b₁ b₂ (fun x y => E x > E y) +
      ∑ x, boltzmann E b₁ x * boltzmann E b₂ x := by
  rw [meanAcceptance_eq E hb]
  congr 1
  unfold prob pairMean
  refine sum_congr rfl fun x _ => ?_
  rw [sum_eq_single x]
  · simp [ind]
  · intro y _ hy
    have hne : E x ≠ E y := fun h => hy (hE h).symm
    simp [ind, hne]
  · intro h
    exact absurd (mem_univ x) h

end

end ReplicaExchangeAcceptance
```

An injective `E` means no degeneracy. A tie then requires $x=y$, and `sum_eq_single` keeps only that term of the inner sum, leaving $\Pr(E_1=E_2)=\sum_x p_{b_1}(x)\,p_{b_2}(x)$.

## Two levels with numbers

Take energies 0 and 1, $b_1=\ln 3$ and $b_2=\ln 2$. The probabilities of the lower and upper level are $(3/4,1/4)$ for replica 1 and $(2/3,1/3)$ for replica 2. Then $\Pr(E_1>E_2)=\frac14\cdot\frac23=\frac16$ and $\Pr(E_1=E_2)=\frac12+\frac1{12}=\frac7{12}$, so the formula gives $\langle a\rangle=\frac13+\frac7{12}=\frac{11}{12}$.

Directly, only the pair with energies $(0,1)$ has acceptance below one, namely $e^{-(\ln3-\ln2)}=\frac23$. Its probability is $\frac34\cdot\frac13=\frac14$, so $\langle a\rangle=1-\frac14\cdot\frac13=\frac{11}{12}$.

```lean
#print axioms ReplicaExchangeAcceptance.meanAcceptance_eq
-- 'ReplicaExchangeAcceptance.meanAcceptance_eq' depends on axioms: [propext, Classical.choice, Quot.sound]
#print axioms ReplicaExchangeAcceptance.meanAcceptance_eq_one_sub
-- 'ReplicaExchangeAcceptance.meanAcceptance_eq_one_sub' depends on axioms: [propext, Classical.choice, Quot.sound]
#print axioms ReplicaExchangeAcceptance.inversion_lt
-- 'ReplicaExchangeAcceptance.inversion_lt' depends on axioms: [propext, Classical.choice, Quot.sound]
#print axioms ReplicaExchangeAcceptance.meanAcceptance_nondegenerate
-- 'ReplicaExchangeAcceptance.meanAcceptance_nondegenerate' depends on axioms: [propext, Classical.choice, Quot.sound]
```
